# Relabelling a collective variable by φ with φ′ > 0 adds kT ln φ′ to its free energy

## Cumulative weight, density and free energy

A collective variable $s$ assigns a real number to each configuration $\omega$, and a measure $\mu$ weights the configurations; for a system in thermal equilibrium at temperature $T$, $\mu$ would be the Boltzmann distribution. The cumulative distribution is $C_s(x)=\mu(s\le x)$, and the density of $s$ at $x$ is the derivative $p=C_s'(x)$. Where $p>0$, the free energy is, with $k$ the Boltzmann constant,
$$F_s(x)=-kT\ln p .$$
All variables are pure numbers in fixed units.

Let $S$ be an interval containing the values of $s$ almost surely. Let $\varphi$ be continuous on $S$, with derivative $\varphi'>0$ in its interior.

## The density picks up a factor 1/φ′

Since $\varphi$ is strictly increasing on $S$, the conditions $\varphi(s)\le\varphi(x)$ and $s\le x$ select the same configurations, up to weight zero:
$$C_{\varphi(s)}(\varphi(x))=C_s(x).$$
Fix $x$ in the interior of $S$. By the intermediate value theorem, every $y$ near $\varphi(x)$ is a value of $\varphi$, so there is an inverse $g$ with $C_{\varphi(s)}(y)=C_s(g(y))$. Because $g'(\varphi(x))=1/\varphi'(x)$, the chain rule gives
$$C_{\varphi(s)}'(\varphi(x))=\frac{p}{\varphi'(x)}.$$
If $p>0$, taking logarithms gives
$$F_{\varphi(s)}(\varphi(x))=F_s(x)+kT\ln\varphi'(x).$$

A positive slope at $x$ alone is not enough. Take $s$ uniform on $[-1,1]$ and $\varphi(s)=s^2$. At $x=1/2$ the formula would give density $(1/2)/1=1/2$, but $\mu(s^2\le y)=\sqrt y$ has slope $1$ at $y=1/4$, because $s=-1/2$ contributes too.

## A slope in the ball, a maximum from a flat profile

For a uniform point in a ball of radius $R$ in $n+1$ dimensions, volume scaling gives $C(r)=(r/R)^{n+1}$ for $0<r<R$. The density is $(n+1)r^n/R^{n+1}$, hence
$$F(r)=-n\,kT\ln r-kT\ln\frac{n+1}{R^{n+1}}.$$
Passing to $r^{n+1}$ adds $kT\ln\big((n+1)r^n\big)$ and leaves the constant $kT\ln R^{n+1}$. In three dimensions, $n=2$: the profile is $-2kT\ln r$ plus a constant along $r$, and flat along $r^3$.

For a uniform point on $[-1,1]$, $C(x)=(x+1)/2$ and $F=kT\ln2$ at interior points. With $\varphi(s)=s-s^3/6$ we have $\varphi'(x)=1-x^2/2>0$, so the new profile at $\varphi(x)$ is
$$kT\ln2+kT\ln(1-x^2/2).$$
For $kT>0$ this is strictly largest at $x=0$, although no configuration has changed its weight.

## Converting a computed profile

Given a profile tabulated on a grid $x_i$, one adds $kT\ln\varphi'(x_i)$ to each value and plots it against $\varphi(x_i)$. For a single collective variable under an increasing relabelling, a barrier height read from such a plot can therefore change with the label, while the weight between corresponding endpoints does not.

## How the Lean statements read

`cumulative μ s` is $C_s$, and `freeEnergy` is $-kT$ times the logarithm of its `deriv`. `uniform A` is Lebesgue measure restricted to `A` and divided by its volume. In `freeEnergy_comp`, `Convex ℝ S` says that $S$ is an interval, `∀ᵐ ω ∂μ, s ω ∈ S` confines the values of $s$, and `hp` assumes that the density exists at $x$. The number `kT` may be any real except in the last theorem, which requires it positive. Vector-valued variables, decreasing maps and sampling error are not treated.

```lean
import Mathlib

open MeasureTheory Set Filter Topology

namespace CollectiveVariableReparametrization

noncomputable section

variable {Ω : Type*} [MeasurableSpace Ω]

/-- Cumulative distribution of a collective variable `s`: the weight of configurations
with `s ≤ x`. -/
def cumulative (μ : Measure Ω) (s : Ω → ℝ) (x : ℝ) : ℝ := μ.real {ω | s ω ≤ x}

/-- Free energy along `s`: minus `kT` times the logarithm of the density of `s`, the density
being the derivative of the cumulative distribution. -/
def freeEnergy (kT : ℝ) (μ : Measure Ω) (s : Ω → ℝ) (x : ℝ) : ℝ :=
  -kT * Real.log (deriv (cumulative μ s) x)

/-- The uniform distribution on a region `A`. -/
def uniform {E : Type*} [MeasureSpace E] (A : Set E) : Measure E :=
  (volume A)⁻¹ • volume.restrict A

/-- The uniform distribution in a ball of radius `R` in `n + 1` dimensions. -/
def uniformBall (n : ℕ) (R : ℝ) : Measure (EuclideanSpace ℝ (Fin (n + 1))) :=
  uniform (Metric.closedBall 0 R)

/-- A strictly increasing relabelling of the collective variable preserves cumulative weights. -/
theorem cumulative_comp {μ : Measure Ω} {s : Ω → ℝ} {φ : ℝ → ℝ} {S : Set ℝ}
    (hs : ∀ᵐ ω ∂μ, s ω ∈ S) (hφ : StrictMonoOn φ S) {x : ℝ} (hx : x ∈ S) :
    cumulative μ (fun ω => φ (s ω)) (φ x) = cumulative μ s x := by
  have h : {ω | φ (s ω) ≤ φ x} =ᵐ[μ] {ω | s ω ≤ x} := by
    refine eventuallyEq_set.2 ?_
    filter_upwards [hs] with ω hω
    exact hφ.le_iff_le hω hx
  exact congrArg ENNReal.toReal (measure_congr h)

/-- Let `φ` be continuous on an interval containing almost all values of `s`, with `φ' > 0` in its
interior. If `s` has density `p` at an interior point `x`, then `φ(s)` has density `p / φ'(x)` at
`φ(x)`. -/
theorem hasDerivAt_cumulative_comp {μ : Measure Ω} {s : Ω → ℝ} {φ φ' : ℝ → ℝ} {S : Set ℝ}
    (hS : Convex ℝ S) (hs : ∀ᵐ ω ∂μ, s ω ∈ S) (hc : ContinuousOn φ S)
    (hφ : ∀ y ∈ interior S, HasDerivAt φ (φ' y) y) (hpos : ∀ y ∈ interior S, 0 < φ' y)
    {x p : ℝ} (hx : x ∈ interior S) (hp : HasDerivAt (cumulative μ s) p x) :
    HasDerivAt (cumulative μ (fun ω => φ (s ω))) (p / φ' x) (φ x) := by
  have hmono : StrictMonoOn φ S := strictMonoOn_of_deriv_pos hS hc
    (fun y hy => by rw [(hφ y hy).deriv]; exact hpos y hy)
  have hSx : S ∈ 𝓝 x := mem_interior_iff_mem_nhds.1 hx
  -- the values of `φ` fill a neighbourhood of `φ x`
  have himg : φ '' S ∈ 𝓝 (φ x) := by
    obtain ⟨ε, hε, hball⟩ := Metric.mem_nhds_iff.1 hSx
    have hsub : Icc (x - ε / 2) (x + ε / 2) ⊆ S := fun y hy => hball (by
      rw [Metric.mem_ball, Real.dist_eq, abs_lt]
      constructor <;> linarith [hy.1, hy.2])
    have hl : φ (x - ε / 2) < φ x :=
      hmono (hsub ⟨by linarith, by linarith⟩) (interior_subset hx) (by linarith)
    have hr : φ x < φ (x + ε / 2) :=
      hmono (interior_subset hx) (hsub ⟨by linarith, by linarith⟩) (by linarith)
    exact mem_of_superset (Icc_mem_nhds hl hr)
      ((intermediate_value_Icc (by linarith) (hc.mono hsub)).trans (Set.image_mono hsub))
  -- the inverse relabelling `g` and its derivative
  obtain ⟨g, hgS, hφg⟩ : ∃ g : ℝ → ℝ, (∀ y ∈ φ '' S, g y ∈ S) ∧ ∀ y ∈ φ '' S, φ (g y) = y :=
    ⟨Function.invFunOn φ S, fun y hy => Function.invFunOn_mem hy,
      fun y hy => Function.invFunOn_eq hy⟩
  have hgφ : ∀ y ∈ S, g (φ y) = y := fun y hy =>
    hmono.injOn (hgS _ (mem_image_of_mem φ hy)) hy (hφg _ (mem_image_of_mem φ hy))
  have hgx : g (φ x) = x := hgφ x (interior_subset hx)
  have hgmono : StrictMonoOn g (φ '' S) := fun y hy z hz hyz =>
    (hmono.lt_iff_lt (hgS y hy) (hgS z hz)).1 (by rw [hφg y hy, hφg z hz]; exact hyz)
  have hgimg : g '' (φ '' S) ∈ 𝓝 (g (φ x)) := by
    rw [hgx]
    exact mem_of_superset hSx (fun y hy => ⟨φ y, mem_image_of_mem φ hy, hgφ y hy⟩)
  have hgc : ContinuousAt g (φ x) := hgmono.continuousAt_of_image_mem_nhds himg hgimg
  have hφx : HasDerivAt φ (φ' x) (g (φ x)) := by rw [hgx]; exact hφ x hx
  have hgd : HasDerivAt g (φ' x)⁻¹ (φ x) :=
    HasDerivAt.of_local_left_inverse hgc hφx (hpos x hx).ne' (mem_of_superset himg hφg)
  have hpx : HasDerivAt (cumulative μ s) p (g (φ x)) := by rw [hgx]; exact hp
  -- chain rule for the old cumulative distribution composed with `g`
  rw [div_eq_mul_inv]
  refine (hpx.comp (φ x) hgd).congr_of_eventuallyEq ?_
  filter_upwards [himg] with y hy
  have h := cumulative_comp hs hmono (hgS y hy)
  rw [hφg y hy] at h
  exact h

/-- Let `φ` be continuous on an interval containing almost all values of `s`, with `φ' > 0` in its
interior. Passing from `s` to `φ(s)` adds `kT ln φ'` to the free energy at each interior point where
the density of `s` exists and is positive. -/
theorem freeEnergy_comp (kT : ℝ) {μ : Measure Ω} {s : Ω → ℝ} {φ φ' : ℝ → ℝ} {S : Set ℝ}
    (hS : Convex ℝ S) (hs : ∀ᵐ ω ∂μ, s ω ∈ S) (hc : ContinuousOn φ S)
    (hφ : ∀ y ∈ interior S, HasDerivAt φ (φ' y) y) (hpos : ∀ y ∈ interior S, 0 < φ' y)
    {x p : ℝ} (hx : x ∈ interior S) (hp : HasDerivAt (cumulative μ s) p x) (hp0 : 0 < p) :
    freeEnergy kT μ (fun ω => φ (s ω)) (φ x)
      = freeEnergy kT μ s x + kT * Real.log (φ' x) := by
  unfold freeEnergy
  rw [(hasDerivAt_cumulative_comp hS hs hc hφ hpos hx hp).deriv, hp.deriv,
    Real.log_div hp0.ne' (hpos x hx).ne']
  ring

/-- For a uniform point in a ball of radius `R` in `n + 1` dimensions, the distance from the centre
has density `(n + 1) rⁿ / Rⁿ⁺¹` at each `r` with `0 < r < R`. -/
theorem hasDerivAt_radius (n : ℕ) {R r : ℝ} (hr : 0 < r) (hrR : r < R) :
    HasDerivAt (cumulative (uniformBall n R) (fun v => ‖v‖))
      (((n : ℝ) + 1) * r ^ n / R ^ (n + 1)) r := by
  have hR : 0 < R := hr.trans hrR
  have h : HasDerivAt (fun x : ℝ => x ^ (n + 1) / R ^ (n + 1))
      (((n : ℝ) + 1) * r ^ n / R ^ (n + 1)) r :=
    ((hasDerivAt_pow (n + 1) r).div_const (R ^ (n + 1))).congr_deriv (by simp)
  refine h.congr_of_eventuallyEq ?_
  filter_upwards [Ioo_mem_nhds hr hrR] with x hx
  -- the cumulative distribution is a ratio of ball volumes
  have hset : {v : EuclideanSpace ℝ (Fin (n + 1)) | ‖v‖ ≤ x} = Metric.closedBall 0 x := by
    ext v; simp
  have hb : (volume (Metric.ball (0 : EuclideanSpace ℝ (Fin (n + 1))) 1)).toReal ≠ 0 :=
    (ENNReal.toReal_pos (Metric.measure_ball_pos volume _ one_pos).ne'
      measure_ball_lt_top.ne).ne'
  unfold cumulative uniformBall uniform
  rw [hset, measureReal_def, Measure.smul_apply,
    Measure.restrict_apply Metric.isClosed_closedBall.measurableSet,
    inter_eq_left.2 (Metric.closedBall_subset_closedBall hx.2.le),
    Measure.addHaar_closedBall _ _ hx.1.le, Measure.addHaar_closedBall _ _ hR.le,
    finrank_euclideanSpace_fin, smul_eq_mul]
  simp only [ENNReal.toReal_mul, ENNReal.toReal_inv]
  rw [ENNReal.toReal_ofReal (pow_nonneg hx.1.le (n + 1)),
    ENNReal.toReal_ofReal (pow_nonneg hR.le (n + 1))]
  field_simp

/-- For a uniform point in a ball in `n + 1` dimensions, the free energy along the radius is
`-n kT ln r` plus a constant. -/
theorem freeEnergy_radius (n : ℕ) (kT : ℝ) {R r : ℝ} (hr : 0 < r) (hrR : r < R) :
    freeEnergy kT (uniformBall n R) (fun v => ‖v‖) r
      = -(n : ℝ) * kT * Real.log r - kT * Real.log (((n : ℝ) + 1) / R ^ (n + 1)) := by
  have hR : 0 < R := hr.trans hrR
  have hq : ((n : ℝ) + 1) / R ^ (n + 1) ≠ 0 := by positivity
  unfold freeEnergy
  rw [(hasDerivAt_radius n hr hrR).deriv, mul_comm ((n : ℝ) + 1), mul_div_assoc,
    Real.log_mul (pow_pos hr n).ne' hq, Real.log_pow]
  ring

/-- For a uniform point in a ball of radius `R` in `n + 1` dimensions, the free energy along `rⁿ⁺¹`
has the same value, `kT ln Rⁿ⁺¹`, for all `0 < r < R`. -/
theorem freeEnergy_radius_pow (n : ℕ) (kT : ℝ) {R r : ℝ} (hr : 0 < r) (hrR : r < R) :
    freeEnergy kT (uniformBall n R) (fun v => ‖v‖ ^ (n + 1)) (r ^ (n + 1))
      = kT * Real.log (R ^ (n + 1)) := by
  have hR : 0 < R := hr.trans hrR
  have hn : (n : ℝ) + 1 ≠ 0 := by positivity
  have key : freeEnergy kT (uniformBall n R) (fun v => ‖v‖ ^ (n + 1)) (r ^ (n + 1))
      = freeEnergy kT (uniformBall n R) (fun v => ‖v‖) r
        + kT * Real.log (((n : ℝ) + 1) * r ^ n) :=
    freeEnergy_comp (φ := fun x => x ^ (n + 1)) (φ' := fun x => ((n : ℝ) + 1) * x ^ n) kT
      (convex_Ici 0) (ae_of_all _ fun v => mem_Ici.2 (norm_nonneg v))
      (continuous_pow (n + 1)).continuousOn
      (fun y _ => (hasDerivAt_pow (n + 1) y).congr_deriv (by simp))
      (fun y hy => by
        have hy' : 0 < y := by simpa using hy
        positivity)
      (by simpa using hr) (hasDerivAt_radius n hr hrR) (by positivity)
  rw [key, freeEnergy_radius n kT hr hrR, Real.log_div hn (pow_pos hR _).ne',
    Real.log_mul hn (pow_pos hr n).ne',
    show Real.log (r ^ n) = (n : ℝ) * Real.log r from Real.log_pow _ _]
  ring

/-- In a three-dimensional ball the free energy of a uniform point is `-2 kT ln r` plus a
constant along `r`, and constant along `r³`. -/
theorem freeEnergy_ball_three (kT : ℝ) {R r : ℝ} (hr : 0 < r) (hrR : r < R) :
    freeEnergy kT (uniformBall 2 R) (fun v => ‖v‖) r
        = -2 * kT * Real.log r - kT * Real.log (3 / R ^ 3) ∧
      freeEnergy kT (uniformBall 2 R) (fun v => ‖v‖ ^ 3) (r ^ 3) = kT * Real.log (R ^ 3) := by
  refine ⟨?_, freeEnergy_radius_pow 2 kT hr hrR⟩
  rw [freeEnergy_radius 2 kT hr hrR]
  norm_num

/-- A uniform point on `[-1, 1]` has density `1/2` at every interior point. -/
theorem hasDerivAt_segment {x : ℝ} (hx : x ∈ Ioo (-1 : ℝ) 1) :
    HasDerivAt (cumulative (uniform (Icc (-1 : ℝ) 1)) (fun y => y)) (1 / 2) x := by
  refine (((hasDerivAt_id' x).add_const 1).div_const 2).congr_of_eventuallyEq ?_
  filter_upwards [Ioo_mem_nhds hx.1 hx.2] with z hz
  have hset : {y : ℝ | y ≤ z} ∩ Icc (-1) 1 = Icc (-1) z := by
    ext y
    simp only [mem_inter_iff, mem_ofPred_eq, mem_Icc]
    exact ⟨fun h => ⟨h.2.1, h.1⟩, fun h => ⟨h.2, h.1, h.2.trans hz.2.le⟩⟩
  change ((volume (Icc (-1 : ℝ) 1))⁻¹ • volume.restrict (Icc (-1 : ℝ) 1)).real
    {y : ℝ | y ≤ z} = (z + 1) / 2
  rw [measureReal_def, Measure.smul_apply,
    Measure.restrict_apply (show MeasurableSet {y : ℝ | y ≤ z} from measurableSet_Iic),
    hset, Real.volume_Icc, Real.volume_Icc, smul_eq_mul, ENNReal.toReal_mul,
    ENNReal.toReal_inv, ENNReal.toReal_ofReal (show (0 : ℝ) ≤ z - -1 by linarith [hz.1]),
    ENNReal.toReal_ofReal (show (0 : ℝ) ≤ 1 - -1 by norm_num)]
  ring

/-- For a uniform point on `[-1, 1]` the free energy along `s` is `kT ln 2` at interior points,
while along `s - s³/6` it is `kT ln 2 + kT ln (1 - s²/2)`. -/
theorem freeEnergy_cubic (kT : ℝ) {x : ℝ} (hx : x ∈ Ioo (-1 : ℝ) 1) :
    freeEnergy kT (uniform (Icc (-1 : ℝ) 1)) (fun y => y) x = kT * Real.log 2 ∧
      freeEnergy kT (uniform (Icc (-1 : ℝ) 1)) (fun y => y - y ^ 3 / 6) (x - x ^ 3 / 6)
        = kT * Real.log 2 + kT * Real.log (1 - x ^ 2 / 2) := by
  have hflat : freeEnergy kT (uniform (Icc (-1 : ℝ) 1)) (fun y => y) x = kT * Real.log 2 := by
    unfold freeEnergy
    rw [(hasDerivAt_segment hx).deriv, one_div, Real.log_inv]
    ring
  refine ⟨hflat, ?_⟩
  rw [← hflat]
  exact freeEnergy_comp (φ := fun y => y - y ^ 3 / 6) (φ' := fun y => 1 - y ^ 2 / 2) kT
    (convex_Icc (-1) 1) (Measure.ae_smul_measure (ae_restrict_mem measurableSet_Icc) _)
    (Continuous.continuousOn (by fun_prop))
    (fun y _ => ((hasDerivAt_id' y).fun_sub ((hasDerivAt_pow 3 y).div_const 6)).congr_deriv (by
      show (1 : ℝ) - ((3 : ℕ) : ℝ) * y ^ 2 / 6 = 1 - y ^ 2 / 2
      push_cast
      ring))
    (fun y hy => by
      rw [interior_Icc] at hy
      show 0 < 1 - y ^ 2 / 2
      nlinarith [hy.1, hy.2])
    (by rw [interior_Icc]; exact hx) (hasDerivAt_segment hx) (by norm_num)

/-- For a uniform point on `[-1, 1]` and `kT > 0`, the free energy along `s - s³/6` is strictly
larger at zero than at the image of any other interior point. -/
theorem cubic_strict_maximum {kT : ℝ} (hT : 0 < kT) {x : ℝ} (hx : x ∈ Ioo (-1 : ℝ) 1)
    (hx0 : x ≠ 0) :
    freeEnergy kT (uniform (Icc (-1 : ℝ) 1)) (fun y => y - y ^ 3 / 6) (x - x ^ 3 / 6)
      < freeEnergy kT (uniform (Icc (-1 : ℝ) 1)) (fun y => y - y ^ 3 / 6) 0 := by
  have h0 := (freeEnergy_cubic kT (x := 0) ⟨by norm_num, by norm_num⟩).2
  rw [show (0 : ℝ) - 0 ^ 3 / 6 = 0 by norm_num, show (1 : ℝ) - 0 ^ 2 / 2 = 1 by norm_num,
    Real.log_one] at h0
  rw [(freeEnergy_cubic kT hx).2, h0]
  have hsq : 0 < x ^ 2 := by positivity
  have hlog : Real.log (1 - x ^ 2 / 2) < 0 :=
    Real.log_neg (by nlinarith [hx.1, hx.2]) (by linarith)
  linarith [mul_neg_of_pos_of_neg hT hlog]

end

end CollectiveVariableReparametrization
```

```lean
#print axioms CollectiveVariableReparametrization.freeEnergy_comp
#print axioms CollectiveVariableReparametrization.freeEnergy_ball_three
#print axioms CollectiveVariableReparametrization.cubic_strict_maximum
```

```
'CollectiveVariableReparametrization.freeEnergy_comp' depends on axioms: [propext, Classical.choice, Quot.sound]
'CollectiveVariableReparametrization.freeEnergy_ball_three' depends on axioms: [propext, Classical.choice, Quot.sound]
'CollectiveVariableReparametrization.cubic_strict_maximum' depends on axioms: [propext, Classical.choice, Quot.sound]
```

## From equal events to the chain rule

`cumulative_comp` proves the equality of events almost everywhere, then of their measures.

`hasDerivAt_cumulative_comp` obtains monotonicity from the positive derivative. `himg` is the intermediate value step, and `Function.invFunOn` supplies $g$. Since $g$ is increasing and its values fill a neighbourhood of $x$, it is continuous at $\varphi(x)$; `HasDerivAt.of_local_left_inverse` gives its derivative, and `hpx.comp` is the chain rule. `freeEnergy_comp` then splits the logarithm.

In `hasDerivAt_radius`, `Measure.addHaar_closedBall` expresses the volume scaling, and the unit-ball volume cancels. `freeEnergy_radius_pow` applies the general theorem on $[0,\infty)$, where the vanishing slope at the origin for $n\ge1$ is harmless because the origin is not interior. `freeEnergy_ball_three` sets $n=2$.

`hasDerivAt_segment` computes the density $1/2$ from interval lengths, `freeEnergy_cubic` applies the general theorem to the cubic, and `cubic_strict_maximum` uses $\ln(1-x^2/2)<0$ for $x\ne0$.
